# Every integer supercell of nonzero determinant has a basis parallel to a basis of its crystal

A: Let $M$ be an integer $n\times n$ matrix with $\det M\neq0$. Then there are integer matrices $U$ and $V$, each of determinant $1$ or $-1$, such that $UMV$ is diagonal with positive entries $d_i$, and $\prod_i d_i=|\det M|$. If $M$ describes a supercell of a crystal, both lattices can therefore be given new basis vectors such that the $j$-th supercell vector is $d_j$ times the $j$-th crystal vector.

Q: I know supercells that are sheared or centred. How can they become parallel to anything?

A: Both bases are allowed to change. Write the cell vectors as $\mathbf a_k$ and the supercell vectors as $\mathbf b_j=\sum_k M_{kj}\mathbf a_k$. Take $\mathbf b_1=\mathbf a_1+\mathbf a_2$ and $\mathbf b_2=2\mathbf a_2$. With the new crystal basis $\mathbf a'_1=\mathbf a_1+\mathbf a_2$, $\mathbf a'_2=\mathbf a_2$, one has $\mathbf b_1=\mathbf a'_1$ and $\mathbf b_2=2\mathbf a'_2$.

Q: That one was easy. Derive the general case by hand.

A: Adding an integer multiple of one row to another changes the crystal basis, and the same operation on columns changes the supercell basis. Let $N$ be the matrix reached so far, and let $a$ be a direction still coupled to others.

1. If $N_{aa}=0$, some $N_{ia}\neq0$, since a zero column would give $\det N=0$, while $|\det N|=|\det M|$. Adding row $i$ to row $a$ makes the pivot nonzero.
2. Suppose the pivot $p=N_{aa}$ does not divide $N_{ia}$. Write $N_{ia}=qp+r$ with $0<r<|p|$. Subtracting $q$ times row $a$ from row $i$ leaves $r$ in column $a$. Subtracting $\operatorname{sgn}(p)$ times row $i$ from row $a$ then turns the pivot into $p-\operatorname{sgn}(p)\,r$, of magnitude $|p|-r$, which is smaller than $|p|$ and still nonzero.
3. Treat row $a$ in the same way with column operations. This may spoil the column again, but every repair lowers a positive integer, so the process stops with a pivot that divides its whole row and column.
4. Subtract $N_{ia}/N_{aa}$ times row $a$ from each other row $i$, then clear row $a$ by columns. Direction $a$ is now decoupled. Directions decoupled earlier stay so, because their off-diagonal entries are zero and their rows and columns are never used.
5. After all directions, the matrix is diagonal. Its entries are nonzero because their product is $\pm\det M$, and reversing some basis vectors makes them positive.

Finally, $UMV=D$ gives $MV=U^{-1}D$, where $D$ is the diagonal matrix of the $d_j$ and $U^{-1}$ is again an integer matrix. Put $P=U^{-1}$, $Q=V$, $\mathbf a'_j=\sum_k P_{kj}\mathbf a_k$ and $\mathbf b'_j=\sum_k Q_{kj}\mathbf b_k$. Then $\mathbf b'_j=d_j\mathbf a'_j$.

Q: Now the formal side. What is a crystal there?

A: The directions are labelled by any finite type `n`, so the dimension is not fixed at three.

```lean
import Mathlib

open Matrix

namespace ParallelSupercellBases

variable {n : Type*} [Fintype n] [DecidableEq n]
```

A permitted change of basis is an integer matrix of determinant $\pm1$. Such a matrix has an integer inverse, so old and new vectors generate the same lattice.

```lean
/-- An integer change of cell vectors with determinant `1` or `-1`. -/
def IsCellChange (U : Matrix n n ℤ) : Prop := U.det = 1 ∨ U.det = -1
```

Q: And the vectors themselves?

A: They live in an additive commutative group `E`. For a crystal, take $E=\mathbb R^n$ and linearly independent $\mathbf a_k$. Independence is not assumed, but it is what makes the vectors a basis and "parallel" a geometric statement. New vectors have their coordinates in the columns of the matrix; a program that stores them in rows uses the transpose.

```lean
/-- The vectors `∑ k, P k j • a k`, whose coordinates in the cell `a` are the columns of `P`. -/
def newCell {E : Type*} [AddCommGroup E] (a : n → E) (P : Matrix n n ℤ) : n → E :=
  fun j => ∑ k, P k j • a k
```

Q: Then which statement should I compare with the physics?

A: `exists_parallel_cells`. Its supercell is `newCell a M`, and it provides `P`, `Q` and positive integers `d` with `newCell (newCell a M) Q j = d j • newCell a P j` for every `j`. The matrix version, `exists_diagonal_cellChange`, also gives the product formula: $|\det M|$, the number of crystal cells in the supercell, equals $\prod_i d_i$.

Q: Isn't this just the Smith normal form?

A: It is weaker. The Smith form also requires that each entry divides the next, so it turns $\operatorname{diag}(2,3)$ into $\operatorname{diag}(1,6)$, whereas here $\operatorname{diag}(2,3)$ is an acceptable outcome. Parallel bases don't need the divisibility.

Q: What if I allow $\det M=0$?

A: Take one dimension and $M=(0)$. Then $UMV=(0)$ for all $U$ and $V$, so no positive entry can appear. The supposed supercell vector is zero, and there is no periodic cell at all.

Q: Does it matter for electronic structure?

A: For a perfect crystal with a commensurate supercell, it means that the Bloch wavevectors of states that are periodic over the supercell, counted modulo the crystal's reciprocal lattice, form an ordinary $d_1\times\dots\times d_n$ grid along the reciprocal vectors of the new crystal basis, however skewed the supercell looked at first. That consequence follows by duality and is not among the theorems below.

Q: Show me how the proof keeps track of partial progress.

A: By one predicate. `Decouples M s N` says that `N` comes from `M` by permitted changes on both sides and that every direction in the set `s` is decoupled from all others.

```lean
/-- `N` arises from `M` by cell changes on both sides, and every direction in `s` is
decoupled in `N` from all other directions. -/
def Decouples (M : Matrix n n ℤ) (s : Finset n) (N : Matrix n n ℤ) : Prop :=
  (∃ U V, IsCellChange U ∧ IsCellChange V ∧ U * M * V = N) ∧
    ∀ i j, i ≠ j → (i ∈ s ∨ j ∈ s) → N i j = 0
```

The first two lemmas concern determinants. An integer matrix with an integer inverse has determinant $\pm1$, and changing both bases preserves $|\det M|$.

```lean
variable {M N : Matrix n n ℤ} {s : Finset n} {a : n}

/-- An integer matrix with an integer inverse, followed by a cell change, is a cell change. -/
theorem isCellChange_mul {W W' U : Matrix n n ℤ} (h : W * W' = 1) (hU : IsCellChange U) :
    IsCellChange (W * U) := by
  have hW : W.det = 1 ∨ W.det = -1 :=
    Int.isUnit_iff.1 (isUnit_iff_exists_inv.2
      ⟨W'.det, by rw [← Matrix.det_mul, h, Matrix.det_one]⟩)
  rcases hW with h1 | h1 <;> rcases hU with h2 | h2 <;>
    simp [IsCellChange, Matrix.det_mul, h1, h2]

/-- Cell changes of crystal and supercell preserve the absolute value of the determinant. -/
theorem abs_det_cellChange {U V : Matrix n n ℤ} (hU : IsCellChange U) (hV : IsCellChange V) :
    |(U * M * V).det| = |M.det| := by
  rcases hU with h1 | h1 <;> rcases hV with h2 | h2 <;> simp [Matrix.det_mul, h1, h2]
```

Transposition exchanges rows and columns, so each row argument also serves for columns.

```lean
/-- Decoupling is preserved when the roles of crystal and supercell are exchanged by
transposition. -/
theorem Decouples.flip (h : Decouples M s N) : Decouples Mᵀ s Nᵀ := by
  obtain ⟨⟨U, V, hU, hV, rfl⟩, hz⟩ := h
  refine ⟨⟨Vᵀ, Uᵀ, ?_, ?_, ?_⟩, fun i j hij hs => hz j i hij.symm hs.symm⟩
  · simpa [IsCellChange, Matrix.det_transpose] using hV
  · simpa [IsCellChange, Matrix.det_transpose] using hU
  · simp only [Matrix.transpose_mul, Matrix.mul_assoc]
```

Q: Where is it shown that a row operation is a permitted change?

A: In `Decouples.addRows`. The operation is multiplication by $1+W$, where $W$ has the multipliers `w` in column $a$ and zeros elsewhere. Since $w_a=0$, $W^2=0$, and $1-W$ is an integer inverse. The remaining hypotheses keep the operation away from `s`.

```lean
/-- Adding multiples of one row to other rows, all outside `s`, keeps `s` decoupled. -/
theorem Decouples.addRows (h : Decouples M s N) (ha : a ∉ s) (w : n → ℤ) (hwa : w a = 0)
    (hws : ∀ i ∈ s, w i = 0) :
    Decouples M s (Matrix.of fun i j => N i j + w i * N a j) := by
  obtain ⟨⟨U, V, hU, hV, hN⟩, hz⟩ := h
  obtain ⟨W, hW⟩ : ∃ W : Matrix n n ℤ, ∀ i j, W i j = if j = a then w i else 0 :=
    ⟨Matrix.of fun i j => if j = a then w i else 0, fun _ _ => rfl⟩
  -- the generator of the row operation squares to zero, so `1 - W` inverts `1 + W`
  have hWW : W * W = 0 := by
    ext i j
    rw [Matrix.mul_apply, Matrix.zero_apply]
    refine Finset.sum_eq_zero fun k _ => ?_
    by_cases hk : k = a
    · simp [hW, hk, hwa]
    · simp [hW, hk]
  have hinv : (1 + W) * (1 - W) = 1 := by
    calc (1 + W) * (1 - W) = 1 - W * W := by noncomm_ring
      _ = 1 := by rw [hWW, sub_zero]
  refine ⟨⟨(1 + W) * U, V, isCellChange_mul hinv hU, hV, ?_⟩, ?_⟩
  · have e : (1 + W) * U * M * V = N + W * N := by rw [← hN]; noncomm_ring
    rw [e]
    ext i j
    simp [hW, Matrix.mul_apply]
  · intro i j hij hs
    rcases hs with hi | hj
    · simp [hz i j hij (Or.inl hi), hws i hi]
    · have haj : a ≠ j := fun e => ha (e ▸ hj)
      simp [hz i j hij (Or.inr hj), hz a j haj (Or.inr hj)]
```

Step 2 is `Decouples.shrink`: two calls of `addRows`, with the inequality for the new pivot isolated in `key`.

```lean
/-- A nonzero pivot that fails to divide an entry of its column can be replaced by a
nonzero pivot of smaller magnitude. -/
theorem Decouples.shrink (h : Decouples M s N) (ha : a ∉ s) (hp : N a a ≠ 0) {i : n}
    (hi : ¬ N a a ∣ N i a) :
    ∃ N', Decouples M s N' ∧ N' a a ≠ 0 ∧ (N' a a).natAbs < (N a a).natAbs := by
  have hia : i ≠ a := by rintro rfl; exact hi dvd_rfl
  have his : i ∉ s := fun hs => hi (by rw [h.2 i a hia (Or.inl hs)]; exact dvd_zero _)
  have key : ∀ p r x : ℤ, p ≠ 0 → 0 ≤ r → r ≠ 0 → r < |p| → x = p - p.sign * r →
      x ≠ 0 ∧ x.natAbs < p.natAbs := by
    intro p r x hp h0 h1 h2 hx
    rcases lt_or_gt_of_ne hp with hn | hn
    · rw [Int.sign_eq_neg_one_of_neg hn] at hx
      rw [abs_of_neg hn] at h2
      omega
    · rw [Int.sign_eq_one_of_pos hn] at hx
      rw [abs_of_pos hn] at h2
      omega
  -- leave the remainder in row `i`, then use it to reduce the pivot
  have h1 := h.addRows ha (fun k => if k = i then -(N i a / N a a) else 0)
    (by simp [hia.symm])
    (fun k hk => by have hki : k ≠ i := fun e => his (e ▸ hk)
                    simp [hki])
  have h2 := h1.addRows his (fun k => if k = a then -(N a a).sign else 0)
    (by simp [hia])
    (fun k hk => by have hka : k ≠ a := fun e => ha (e ▸ hk)
                    simp [hka])
  refine ⟨_, h2, key (N a a) (N i a % N a a) _ hp (Int.emod_nonneg _ hp)
    (fun e => hi (Int.dvd_of_emod_eq_zero e)) (Int.emod_lt_abs _ hp) ?_⟩
  rw [Int.emod_def]
  simp only [Matrix.of_apply, hia.symm, ↓reduceIte]
  ring
```

Step 3 is strong induction on the magnitude of the pivot. A failure in the column calls `shrink` directly, and a failure in the row calls it on the transpose.

```lean
/-- From a nonzero pivot one reaches a pivot that divides its whole row and column. -/
theorem Decouples.pivot (ha : a ∉ s) (k : ℕ) : ∀ N, Decouples M s N → N a a ≠ 0 →
    (N a a).natAbs = k →
    ∃ N', Decouples M s N' ∧ (∀ i, N' a a ∣ N' i a) ∧ ∀ j, N' a a ∣ N' a j := by
  induction k using Nat.strong_induction_on with
  | _ k ih =>
    intro N h hp hk
    by_cases hc : ∀ i, N a a ∣ N i a
    · by_cases hr : ∀ j, N a a ∣ N a j
      · exact ⟨N, h, hc, hr⟩
      · obtain ⟨j, hj⟩ := not_forall.1 hr
        obtain ⟨N', h', hp', hlt⟩ := h.flip.shrink ha hp (i := j) hj
        exact ih (N' a a).natAbs (by rw [← hk]; exact hlt) N'ᵀ
          (by simpa using h'.flip) hp' rfl
    · obtain ⟨i, hi⟩ := not_forall.1 hc
      obtain ⟨N', h', hp', hlt⟩ := h.shrink ha hp hi
      exact ih (N' a a).natAbs (by rw [← hk]; exact hlt) N' h' hp' rfl
```

Steps 1 and 4 are combined in `Decouples.extend`. Inside it, `start` finds the nonzero pivot and `clear` empties a column; `clear` is then applied again to the transpose.

```lean
/-- If `det M ≠ 0`, one more direction can be decoupled. -/
theorem Decouples.extend (hM : M.det ≠ 0) (h : Decouples M s N) (ha : a ∉ s) :
    ∃ N', Decouples M (insert a s) N' := by
  have clear : ∀ M N : Matrix n n ℤ, Decouples M s N → (∀ i, N a a ∣ N i a) →
      ∃ N', Decouples M s N' ∧ (∀ i, i ≠ a → N' i a = 0) ∧ ∀ j, N' a j = N a j := by
    intro M N h hd
    refine ⟨_, h.addRows ha (fun i => if i = a then 0 else -(N i a / N a a))
      (by simp) ?_, ?_, ?_⟩
    · intro i hi
      have hia : i ≠ a := fun e => ha (e ▸ hi)
      simp [hia, h.2 i a hia (Or.inl hi)]
    · intro i hia
      simp only [Matrix.of_apply, hia, ↓reduceIte]
      linear_combination -(Int.ediv_mul_cancel (hd i))
    · intro j
      simp
  -- a nonzero determinant provides a nonzero pivot
  have start : ∃ N₁, Decouples M s N₁ ∧ N₁ a a ≠ 0 := by
    by_cases hp : N a a = 0
    · obtain ⟨i, hi⟩ : ∃ i, N i a ≠ 0 := by
        by_contra hcon
        have hcol : ∀ i, N i a = 0 := fun i => by_contra fun hi => hcon ⟨i, hi⟩
        obtain ⟨U, V, hU, hV, hN⟩ := h.1
        have e := abs_det_cellChange (M := M) hU hV
        rw [hN, Matrix.det_eq_zero_of_column_eq_zero a hcol, abs_zero] at e
        exact hM (abs_eq_zero.1 e.symm)
      have hia : i ≠ a := by rintro rfl; exact hi hp
      have his : i ∉ s := fun hs => hi (h.2 i a hia (Or.inl hs))
      refine ⟨_, h.addRows his (fun k => if k = a then 1 else 0) (by simp [hia])
        (fun k hk => by have hka : k ≠ a := fun e => ha (e ▸ hk)
                        simp [hka]), ?_⟩
      simpa [hp] using hi
    · exact ⟨N, h, hp⟩
  obtain ⟨N₁, h1, hp1⟩ := start
  obtain ⟨N₂, h2, hc, hr⟩ := Decouples.pivot ha _ N₁ h1 hp1 rfl
  -- clear the column, then the row
  obtain ⟨N₃, h3, c3, r3⟩ := clear M N₂ h2 hc
  obtain ⟨N₄, h4, c4, r4⟩ := clear Mᵀ N₃ᵀ h3.flip (fun j => by
    change N₃ a a ∣ N₃ a j
    rw [r3, r3]
    exact hr j)
  have h5 : Decouples M s N₄ᵀ := by simpa using h4.flip
  have r5 : ∀ i, i ≠ a → N₄ a i = 0 := fun i hi => (r4 i).trans (c3 i hi)
  refine ⟨N₄ᵀ, h5.1, fun i j hij hs => ?_⟩
  by_cases hi : i = a
  · subst hi
    exact c4 j hij.symm
  · by_cases hj : j = a
    · subst hj
      exact r5 i hi
    · exact h5.2 i j hij (by simpa [hi, hj] using hs)
```

Q: So the rest is induction over directions?

A: Yes. The induction starts from the empty set, with $N=M$, and ends with all directions decoupled. The determinant shows that no diagonal entry vanishes, and a diagonal matrix of signs makes them positive.

```lean
/-- Every integer matrix of nonzero determinant becomes diagonal with positive entries under
cell changes on both sides, and the product of these entries is `|det M|`. -/
theorem exists_diagonal_cellChange (M : Matrix n n ℤ) (hM : M.det ≠ 0) :
    ∃ (U V : Matrix n n ℤ) (d : n → ℤ), IsCellChange U ∧ IsCellChange V ∧
      (∀ i, 0 < d i) ∧ U * M * V = diagonal d ∧ ∏ i, d i = |M.det| := by
  have hall : ∀ s : Finset n, ∃ N, Decouples M s N := by
    intro s
    induction s using Finset.induction_on with
    | empty =>
      exact ⟨M, ⟨1, 1, Or.inl Matrix.det_one, Or.inl Matrix.det_one, by simp⟩, by simp⟩
    | insert a s ha ih =>
      obtain ⟨N, h⟩ := ih
      exact h.extend hM ha
  obtain ⟨N, ⟨U, V, hU, hV, hN⟩, hz⟩ := hall Finset.univ
  have hoff : ∀ i j, i ≠ j → N i j = 0 := fun i j hij =>
    hz i j hij (Or.inl (Finset.mem_univ i))
  have hdiag : N = diagonal fun i => N i i := by
    ext i j
    by_cases hij : i = j
    · subst hij
      simp
    · rw [Matrix.diagonal_apply_ne _ hij, hoff i j hij]
  have hprod : |∏ i, N i i| = |M.det| := by
    rw [← abs_det_cellChange (M := M) hU hV, hN, ← Matrix.det_diagonal, ← hdiag]
  have hne : ∀ i, N i i ≠ 0 := by
    intro i hi
    have hzero : ∏ j, N j j = 0 :=
      Finset.prod_eq_zero (f := fun j => N j j) (Finset.mem_univ i) hi
    rw [hzero, abs_zero] at hprod
    exact hM (abs_eq_zero.1 hprod.symm)
  -- reverse the vectors that belong to negative entries
  have hsign : ∀ i, (N i i).sign * (N i i).sign = 1 ∧ (N i i).sign * N i i = |N i i| := by
    intro i
    rcases lt_or_gt_of_ne (hne i) with h | h
    · simp [Int.sign_eq_neg_one_of_neg h, abs_of_neg h]
    · simp [Int.sign_eq_one_of_pos h, abs_of_pos h]
  have hS : (diagonal fun i => (N i i).sign) * (diagonal fun i => (N i i).sign) = 1 := by
    rw [Matrix.diagonal_mul_diagonal, ← Matrix.diagonal_one]
    exact congrArg diagonal (funext fun i => (hsign i).1)
  refine ⟨(diagonal fun i => (N i i).sign) * U, V, fun i => |N i i|,
    isCellChange_mul hS hU, hV, fun i => abs_pos.2 (hne i), ?_, ?_⟩
  · rw [Matrix.mul_assoc, Matrix.mul_assoc, ← Matrix.mul_assoc U M V, hN]
    ext i j
    rw [Matrix.diagonal_mul]
    by_cases hij : i = j
    · subst hij
      rw [Matrix.diagonal_apply_eq]
      exact (hsign i).2
    · rw [Matrix.diagonal_apply_ne _ hij, hoff i j hij, mul_zero]
  · rw [← hprod, Finset.abs_prod]
```

For the cells, the proof takes $P=U^{-1}$ and $Q=V$. The step `hcomp` shows that changing cells by $M$ and then by $V$ is the same as changing by $MV$.

```lean
/-- Cell vectors `a` and supercell vectors `newCell a M` can be changed, each by an integer
matrix of determinant `1` or `-1`, so that each new supercell vector is a positive integer
multiple of the corresponding new cell vector. -/
theorem exists_parallel_cells {E : Type*} [AddCommGroup E] (a : n → E)
    (M : Matrix n n ℤ) (hM : M.det ≠ 0) :
    ∃ (P Q : Matrix n n ℤ) (d : n → ℤ), IsCellChange P ∧ IsCellChange Q ∧
      (∀ j, 0 < d j) ∧ ∀ j, newCell (newCell a M) Q j = d j • newCell a P j := by
  obtain ⟨U, V, d, hU, hV, hd, h, -⟩ := exists_diagonal_cellChange M hM
  have hinv : U⁻¹ * U = 1 := Matrix.nonsing_inv_mul U (Int.isUnit_iff.2 hU)
  have hP : IsCellChange U⁻¹ := by
    simpa using isCellChange_mul hinv (U := 1) (Or.inl Matrix.det_one)
  have hMV : M * V = U⁻¹ * diagonal d := by
    rw [← h, Matrix.mul_assoc U M V, ← Matrix.mul_assoc, hinv, Matrix.one_mul]
  refine ⟨U⁻¹, V, d, hP, hV, hd, fun j => ?_⟩
  -- successive changes of cell multiply their matrices
  have hcomp : newCell (newCell a M) V j = newCell a (M * V) j := by
    simp only [newCell, Matrix.mul_apply, Finset.smul_sum, Finset.sum_smul, smul_smul]
    rw [Finset.sum_comm]
    exact Finset.sum_congr rfl fun k _ => Finset.sum_congr rfl fun l _ => by
      rw [mul_comm]
  rw [hcomp, hMV]
  simp only [newCell, Finset.smul_sum, smul_smul]
  exact Finset.sum_congr rfl fun k _ => by rw [Matrix.mul_diagonal, mul_comm]
```

Q: Could I keep my crystal basis and change only the supercell's?

A: Not in general. Return to the supercell with $\mathbf b_1=\mathbf a_1+\mathbf a_2$ and $\mathbf b_2=2\mathbf a_2$. With indices from $0$, as in Lean, a diagonal $MV$ requires $V_{01}=0$ and $V_{00}+2V_{10}=0$. Hence $V_{00}$ is even and so is $\det V=V_{00}V_{11}$, which therefore cannot be $\pm1$. The theorem excludes every integer diagonal, including those with zero or negative entries.

```lean
/-- For the supercell with vectors `(1, 1)` and `(0, 2)`, no cell change of the supercell
alone makes the matrix diagonal. -/
theorem centred_supercell_not_diagonal (V : Matrix (Fin 2) (Fin 2) ℤ) (hV : IsCellChange V)
    (d : Fin 2 → ℤ) : !![1, 0; 1, 2] * V ≠ diagonal d := by
  intro h
  have h01 := congrFun (congrFun h 0) 1
  have h10 := congrFun (congrFun h 1) 0
  simp [Matrix.mul_apply, Fin.sum_univ_two] at h01 h10
  -- the determinant of `V` would be even
  obtain ⟨t, ht⟩ : ∃ t, V.det = 2 * t := ⟨-(V 1 0 * V 1 1), by
    rw [Matrix.det_fin_two]
    linear_combination V 1 1 * h10 - V 1 0 * h01⟩
  rcases hV with k | k <;> omega

end ParallelSupercellBases
```

```lean
#print axioms ParallelSupercellBases.exists_parallel_cells
#print axioms ParallelSupercellBases.centred_supercell_not_diagonal
```

```
'ParallelSupercellBases.exists_parallel_cells' depends on axioms: [propext, Classical.choice, Quot.sound]
'ParallelSupercellBases.centred_supercell_not_diagonal' depends on axioms: [propext, Classical.choice, Quot.sound]
```
